# The anticommutator of two cubic Majorana operators has no six-generator terms

Take generators \(c_1,\dots,c_6\) with \(c_a^2=1\), any two different ones anticommuting. Moving \(c_1c_2c_3\) past \(c_4c_5c_6\) takes nine exchanges, each with a factor \(-1\), so

\[
(c_1c_2c_3)(c_4c_5c_6)+(c_4c_5c_6)(c_1c_2c_3)=0 .
\]

The two products of six cancel. If the triples share exactly one generator, a product of four survives. Since \(c_1\) commutes with a pair of other generators,

\[
(c_1c_2c_3)(c_1c_4c_5)+(c_1c_4c_5)(c_1c_2c_3)=2\,c_2c_3c_4c_5 .
\]

## Exchanging products of any length

Let \(c_ac_b+c_bc_a=2\delta_{ab}\) in a complex algebra. The claim is that for all indices, equal or not, the anticommutator of \(c_ac_bc_d\) and \(c_ec_fc_g\) is a complex combination of 1, products of two and products of four generators.

Call a product of \(n\) generators a word of length \(n\), and let \(L_n\) be the span of the words of lengths \(n-2,n-4,\dots\), as far as these are non-negative. Multiplying an element of \(L_n\) by a word of length \(k\), on either side, gives an element of \(L_{n+k}\).

First move one generator through a word \(V\) of length \(n\):

\[
c_aV=(-1)^nVc_a+R,\qquad R\in L_{n+1}.
\]

For \(n=0\) this holds with \(R=0\). If it holds for \(V\), with remainder \(R\), then

\[
c_ac_bV=2\delta_{ab}V-c_bc_aV
=(-1)^{n+1}c_bVc_a+2\delta_{ab}V-c_bR ,
\]

and the last two terms lie in \(L_{n+2}\).

Now let \(U\) have length \(m\), and suppose that \(UV=(-1)^{mn}VU+S\) with \(S\in L_{m+n}\). This is trivial for \(m=0\). One more generator on the left gives

\[
c_aUV=(-1)^{mn}c_aVU+c_aS
=(-1)^{(m+1)n}Vc_aU+(-1)^{mn}RU+c_aS ,
\]

with both remainders in \(L_{m+1+n}\). So the exchange rule holds for all lengths. For \(m=n=3\) the sign is \((-1)^9=-1\), hence \(UV+VU\in L_6\), which is spanned by the words of lengths 4, 2 and 0.

The anticommutator is bilinear, so the result extends to all linear combinations \(C,D\) of triples. If the generators are self-adjoint, \((c_ac_bc_d)^*=c_dc_bc_a\) is again a triple, and \(C^*D+DC^*\) lies in the same span.

## Filling a three-index matrix

In variational calculations with the two-particle density matrix, one can choose cubic operators \(C_i\) and require the matrix

\[
M_{ij}=\langle C_i^*C_j+C_jC_i^*\rangle
\]

to be positive semidefinite. This is necessary for any state, because \(v^\dagger Mv=\langle C^*C+CC^*\rangle\ge 0\) for \(C=\sum_jv_jC_j\), but in general it is not sufficient for \(N\)-representability. By the cancellation, the entries need only expectation values of products of at most four Majorana operators. For fermion modes with annihilation operators \(a_p\), the Majorana operators are \(a_p+a_p^*\) and \(i(a_p^*-a_p)\). In a state with a fixed particle number \(N\ge 2\), the two-particle density matrix therefore determines all these values, and no three-particle density matrix is needed.

If each \(C_i\) is a triple of distinct generators, a program can count the common indices of two triples. With none or two in common the entry vanishes; with one it is \(\pm2\) times the expectation value of a product of four; with three it is \(\pm2\).

## The algebra and its spans in Lean

The index type `ι` is arbitrary, and `A` is any complex algebra. No Hilbert space, state or finite dimension is assumed.

```lean
import Mathlib

open Matrix

namespace MajoranaThreeIndex

noncomputable section

variable {ι A : Type*} [DecidableEq ι] [Ring A] [Algebra ℂ A] {c : ι → A}
```

The relation fixes the normalisation \(c_a^2=1\). Self-adjointness is a separate hypothesis, used only where the star enters.

```lean
/-- The Majorana anticommutation relations `c_a c_b + c_b c_a = 2 δ_ab`. -/
def MajoranaRel {ι A : Type*} [DecidableEq ι] [Ring A] (c : ι → A) : Prop :=
  ∀ a b, c a * c b + c b * c a = if a = b then 2 else 0
```

A word is given by a list of indices, in which repetitions are allowed; the empty list gives 1.

```lean
/-- The ordered product of the generators listed in `l`. -/
def word {ι A : Type*} [Ring A] (c : ι → A) (l : List ι) : A := (l.map c).prod
```

The space \(L_n\) is `lower c n`. The natural number `k` in its definition makes the length fall short of `n` by 2, 4 and so on.

```lean
/-- The complex span of the products of `n - 2`, `n - 4`, ... generators. -/
def lower {ι A : Type*} [Ring A] [Algebra ℂ A] (c : ι → A) (n : ℕ) : Submodule ℂ A :=
  Submodule.span ℂ {x | ∃ l : List ι, (∃ k, l.length + 2 * (k + 1) = n) ∧ x = word c l}
```

The target space is written out explicitly, as is the space of cubic operators. Because \(c_b^3=c_b\), the latter also contains the single generators.

```lean
/-- The complex span of 1, the products of two and the products of four generators. -/
def twoBody {ι A : Type*} [Ring A] [Algebra ℂ A] (c : ι → A) : Submodule ℂ A :=
  Submodule.span ℂ ({1} ∪ {x | ∃ a b, x = c a * c b} ∪
    {x | ∃ a b d e, x = c a * c b * c d * c e})

/-- The complex span of the products of three generators. -/
def cubic {ι A : Type*} [Ring A] [Algebra ℂ A] (c : ι → A) : Submodule ℂ A :=
  Submodule.span ℂ {x | ∃ a b d, x = c a * c b * c d}
```

## The exchange rule

The first lemma says how multiplication shifts \(L_n\). It is checked on words, where lengths add, and extended by linearity through span induction.

```lean
omit [DecidableEq ι] in
/-- Multiplying an element of `lower c n` by words from both sides raises `n` by the
lengths of these words. -/
theorem lower_sandwich (u v : List ι) {n m : ℕ} {x : A} (hx : x ∈ lower c n)
    (hm : u.length + n + v.length = m) : word c u * x * word c v ∈ lower c m := by
  unfold lower at hx
  induction hx using Submodule.span_induction with
  | mem x h =>
    obtain ⟨l, ⟨k, hk⟩, rfl⟩ := h
    refine Submodule.subset_span ⟨u ++ l ++ v, ⟨k, ?_⟩, ?_⟩
    · simp only [List.length_append]
      omega
    · simp [word, mul_assoc]
  | zero => simp
  | add x y _ _ hx hy =>
    rw [mul_add, add_mul]
    exact add_mem hx hy
  | smul r x _ hx =>
    rw [mul_smul_comm, smul_mul_assoc]
    exact Submodule.smul_mem _ r hx
```

Next, one generator passes through a word. The identity `e` is the induction step above, with the Kronecker term and \(-c_bR\) on its right side; `module` collects the scalar multiples.

```lean
/-- A generator moves through a product of `n` generators with the sign `(-1)^n`, up to
products with fewer factors. -/
theorem generator_exchange (h : MajoranaRel c) (a : ι) (v : List ι) :
    c a * word c v - (-1 : ℂ) ^ v.length • (word c v * c a) ∈ lower c (v.length + 1) := by
  induction v with
  | nil => simp [word]
  | cons b v ih =>
    have hw : word c (b :: v) = c b * word c v := by simp [word]
    have hab : c a * c b = (if a = b then (2 : ℂ) else 0) • (1 : A) - c b * c a := by
      rw [eq_sub_iff_add_eq, h a b]
      have t : (2 : A) = (2 : ℂ) • (1 : A) := by rw [two_smul, one_add_one_eq_two]
      split_ifs
      · exact t
      · simp
    -- one application of the anticommutation relation
    have e : c a * word c (b :: v) - (-1 : ℂ) ^ (b :: v).length • (word c (b :: v) * c a)
        = (if a = b then (2 : ℂ) else 0) • word c v
          - c b * (c a * word c v - (-1 : ℂ) ^ v.length • (word c v * c a)) := by
      rw [hw, ← mul_assoc, hab, List.length_cons, pow_succ]
      simp only [sub_mul, mul_sub, smul_mul_assoc, one_mul, mul_smul_comm, mul_assoc]
      module
    rw [e]
    refine sub_mem (Submodule.smul_mem _ _ (Submodule.subset_span
      ⟨v, ⟨0, by rw [List.length_cons]⟩, rfl⟩)) ?_
    have key := lower_sandwich [b] [] ih (m := (b :: v).length + 1)
      (by simp only [List.length_cons, List.length_nil]; omega)
    have e1 : word c [b] = c b := by simp [word]
    have e0 : word c [] = 1 := by simp [word]
    rwa [e1, e0, mul_one] at key
```

The rule for two words follows by induction on the first. Here `k1` places \(c_aS\) in the right space, and `k2` does the same for \(RU\).

```lean
/-- Products of `m` and of `n` generators exchange with the sign `(-1)^(m n)`, up to
products of `m + n - 2`, `m + n - 4`, ... generators. -/
theorem word_exchange (h : MajoranaRel c) (u v : List ι) :
    word c u * word c v - (-1 : ℂ) ^ (u.length * v.length) • (word c v * word c u)
      ∈ lower c (u.length + v.length) := by
  induction u with
  | nil => simp [word]
  | cons a u ih =>
    have hw : word c (a :: u) = c a * word c u := by simp [word]
    have hs : (-1 : ℂ) ^ ((u.length + 1) * v.length)
        = (-1) ^ (u.length * v.length) * (-1) ^ v.length := by
      rw [add_mul, one_mul, pow_add]
    -- first exchange the tail of `u` with `v`, then the leading generator
    have e : word c (a :: u) * word c v
          - (-1 : ℂ) ^ ((a :: u).length * v.length) • (word c v * word c (a :: u))
        = c a * (word c u * word c v
            - (-1 : ℂ) ^ (u.length * v.length) • (word c v * word c u))
          + (-1 : ℂ) ^ (u.length * v.length) •
            ((c a * word c v - (-1 : ℂ) ^ v.length • (word c v * c a)) * word c u) := by
      rw [hw, List.length_cons, hs]
      simp only [sub_mul, mul_sub, smul_mul_assoc, mul_smul_comm, mul_assoc]
      module
    have k1 := lower_sandwich [a] [] ih (m := (a :: u).length + v.length)
      (by simp only [List.length_cons, List.length_nil]; omega)
    have k2 := lower_sandwich [] u (generator_exchange h a v)
      (m := (a :: u).length + v.length)
      (by simp only [List.length_cons, List.length_nil]; omega)
    have e1 : word c [a] = c a := by simp [word]
    have e0 : word c [] = 1 := by simp [word]
    rw [e1, e0, mul_one] at k1
    rw [e0, one_mul] at k2
    rw [e]
    exact add_mem k1 (Submodule.smul_mem _ _ k2)
```

## Triples and cubic operators

For two triples the sign is evaluated to \(-1\), which turns the difference into an anticommutator. It remains to show that `lower c 6` is contained in `twoBody c`: the list is split by length, and `omega` rules out every length except 0, 2 and 4.

```lean
/-- The anticommutator of two products of three Majorana operators lies in the complex
span of 1, products of two and products of four Majorana operators. -/
theorem anticommutator_mem_twoBody (h : MajoranaRel c) (a b d e f g : ι) :
    (c a * c b * c d) * (c e * c f * c g) + (c e * c f * c g) * (c a * c b * c d)
      ∈ twoBody c := by
  have key := word_exchange h [a, b, d] [e, f, g]
  -- the exchange sign of two triples is `(-1)^9 = -1`
  have hs : (-1 : ℂ) ^ ([a, b, d].length * [e, f, g].length) = -1 := by
    simp only [List.length_cons, List.length_nil]
    norm_num
  have hw : ∀ x y z, word c [x, y, z] = c x * c y * c z := by
    intro x y z
    simp [word, mul_assoc]
  rw [hs, neg_one_smul, sub_neg_eq_add, hw, hw] at key
  -- the remaining words have four, two or no factors
  have hle : lower c 6 ≤ twoBody c := by
    refine Submodule.span_le.mpr ?_
    rintro x ⟨l, ⟨k, hk⟩, rfl⟩
    refine Submodule.subset_span ?_
    rcases l with _ | ⟨p, _ | ⟨q, _ | ⟨r, _ | ⟨s, _ | ⟨t, l⟩⟩⟩⟩⟩ <;>
      simp only [List.length_cons, List.length_nil] at hk
    · exact Or.inl (Or.inl (by simp [word]))
    · omega
    · exact Or.inl (Or.inr ⟨p, q, by simp [word]⟩)
    · omega
    · exact Or.inr ⟨p, q, r, s, by simp [word, mul_assoc]⟩
    · omega
  exact hle key
```

Bilinearity becomes two nested span inductions, one for each operator.

```lean
/-- The anticommutator of any two cubic Majorana operators lies in the span of 1, products
of two and products of four generators. -/
theorem cubic_anticommutator (h : MajoranaRel c) {x y : A} (hx : x ∈ cubic c)
    (hy : y ∈ cubic c) : x * y + y * x ∈ twoBody c := by
  unfold cubic at hx hy
  induction hx using Submodule.span_induction with
  | mem x hx =>
    obtain ⟨a, b, d, rfl⟩ := hx
    induction hy using Submodule.span_induction with
    | mem y hy =>
      obtain ⟨e, f, g, rfl⟩ := hy
      exact anticommutator_mem_twoBody h a b d e f g
    | zero => simp
    | add y z _ _ hy hz =>
      rw [mul_add, add_mul, add_add_add_comm]
      exact add_mem hy hz
    | smul r y _ hy =>
      rw [mul_smul_comm, smul_mul_assoc, ← smul_add]
      exact Submodule.smul_mem _ r hy
  | zero => simp
  | add x z _ _ hx hz =>
    rw [mul_add, add_mul, add_add_add_comm]
    exact add_mem hx hz
  | smul r x _ hx =>
    rw [mul_smul_comm, smul_mul_assoc, ← smul_add]
    exact Submodule.smul_mem _ r hx
```

In the version with the star, `StarModule` says that the star conjugates complex coefficients. The proof shows that `star C` is again cubic and applies the preceding theorem.

```lean
/-- For self-adjoint Majorana operators and cubic operators `C`, `D`, the combination
`C* D + D C*` lies in the span of 1, products of two and products of four generators. -/
theorem cubic_star_anticommutator [StarRing A] [StarModule ℂ A] (h : MajoranaRel c)
    (hs : ∀ a, IsSelfAdjoint (c a)) {C D : A} (hC : C ∈ cubic c) (hD : D ∈ cubic c) :
    star C * D + D * star C ∈ twoBody c := by
  refine cubic_anticommutator h ?_ hD
  -- the adjoint reverses each triple
  unfold cubic at hC
  induction hC using Submodule.span_induction with
  | mem x hx =>
    obtain ⟨a, b, d, rfl⟩ := hx
    exact Submodule.subset_span
      ⟨d, b, a, by simp only [star_mul, (hs _).star_eq, mul_assoc]⟩
  | zero => simp
  | add x y _ _ hx hy =>
    rw [star_add]
    exact add_mem hx hy
  | smul r x _ hx =>
    rw [star_smul]
    exact Submodule.smul_mem _ _ hx
```

## A surviving product of four

The second opening example holds for any shared first generator. The indices `b` and `d` may coincide, and so may `f` and `g`. In the proof, `p` commutes a generator past a pair, `sq` is \(c_a^2=1\), and `k` removes the two copies of \(c_a\).

```lean
/-- If two triples share their first generator `c_a` and the pairs `b, d` and `f, g` are
disjoint and avoid `a`, their anticommutator is `2 c_b c_d c_f c_g`. -/
theorem anticommutator_shared (h : MajoranaRel c) {a b d f g : ι} (hab : a ≠ b)
    (had : a ≠ d) (haf : a ≠ f) (hag : a ≠ g) (hbf : b ≠ f) (hbg : b ≠ g)
    (hdf : d ≠ f) (hdg : d ≠ g) :
    (c a * c b * c d) * (c a * c f * c g) + (c a * c f * c g) * (c a * c b * c d)
      = (2 : ℂ) • (c b * c d * (c f * c g)) := by
  -- a generator commutes with a pair of other generators
  have p : ∀ x y z, x ≠ y → x ≠ z → c x * (c y * c z) = c y * c z * c x := by
    intro x y z hxy hxz
    have h1 : c x * c y + c y * c x = 0 := by rw [h x y, if_neg hxy]
    have h2 : c x * c z + c z * c x = 0 := by rw [h x z, if_neg hxz]
    calc c x * (c y * c z) = (c x * c y + c y * c x) * c z
          - c y * (c x * c z + c z * c x) + c y * c z * c x := by noncomm_ring
      _ = c y * c z * c x := by rw [h1, h2, zero_mul, mul_zero, sub_zero, zero_add]
  have sq : c a * c a = 1 := by
    have h2 : c a * c a + c a * c a = 1 + 1 := by
      rw [h a a, if_pos rfl, one_add_one_eq_two]
    calc c a * c a = (1 / 2 : ℂ) • (c a * c a + c a * c a) := by module
      _ = (1 / 2 : ℂ) • ((1 : A) + 1) := by rw [h2]
      _ = 1 := by module
  have k : ∀ P Q : A, c a * P = P * c a → (c a * P) * (c a * Q) = P * Q := by
    intro P Q hP
    rw [hP, mul_assoc, ← mul_assoc (c a) (c a), sq, one_mul]
  have hcomm : c f * c g * (c b * c d) = c b * c d * (c f * c g) := by
    rw [← mul_assoc, ← p b f g hbf hbg, mul_assoc, ← p d f g hdf hdg,
      mul_assoc (c b) (c d)]
  rw [mul_assoc (c a) (c b), mul_assoc (c a) (c f), k _ _ (p a b d hab had),
    k _ _ (p a f g haf hag), hcomm, two_smul]
```

## Seven Majorana matrices of size eight

The hypotheses are satisfied by concrete matrices. The construction starts from the three Pauli matrices and, at each step, doubles the size and adds two generators.

```lean
/-- The three Pauli matrices. -/
def pauli : Fin 3 → Matrix (Fin 2) (Fin 2) ℂ :=
  ![!![0, 1; 1, 0], !![0, -Complex.I; Complex.I, 0], !![1, 0; 0, -1]]
```

In block form the new family consists of \(\sigma_z\otimes1\), \(\sigma_y\otimes1\) and \(\sigma_x\otimes c_a\).

```lean
/-- Two further matrices are added to a family while the matrix size is doubled. -/
def double {ι n : Type*} [DecidableEq n] (c : ι → Matrix n n ℂ) :
    Option (Option ι) → Matrix (n ⊕ n) (n ⊕ n) ℂ
  | none => fromBlocks 1 0 0 (-1)
  | some none => fromBlocks 0 (-(Complex.I • 1)) (Complex.I • 1) 0
  | some (some a) => fromBlocks 0 (c a) (c a) 0
```

The relations are checked by block multiplication, case by case.

```lean
/-- Doubling turns self-adjoint Majorana matrices into self-adjoint Majorana matrices. -/
theorem double_majorana {n : Type*} [Fintype n] [DecidableEq n] {c : ι → Matrix n n ℂ}
    (h : MajoranaRel c) (hs : ∀ a, IsSelfAdjoint (c a)) :
    MajoranaRel (double c) ∧ ∀ a, IsSelfAdjoint (double c a) := by
  have h2 : (2 : Matrix (n ⊕ n) (n ⊕ n) ℂ) = fromBlocks 2 0 0 2 := by
    rw [← one_add_one_eq_two, ← fromBlocks_one, fromBlocks_add]
    simp [one_add_one_eq_two]
  constructor
  · intro x y
    change (double c x * double c y + double c y * double c x : Matrix _ _ ℂ) = _
    rcases x with _ | _ | a <;> rcases y with _ | _ | b
    case some.some.some.some =>
      have hab : (c a * c b + c b * c a : Matrix n n ℂ) = if a = b then 2 else 0 := h a b
      simp only [double, fromBlocks_multiply, fromBlocks_add, Matrix.zero_mul,
        Matrix.mul_zero, zero_add, add_zero, hab]
      by_cases e : a = b <;> simp [e, h2]
    all_goals
      simp [double, fromBlocks_multiply, fromBlocks_add, h2, smul_smul, one_add_one_eq_two]
  · intro x
    change (double c x)ᴴ = double c x
    rcases x with _ | _ | a
    · simp [double, fromBlocks_conjTranspose]
    · simp [double, fromBlocks_conjTranspose, conjTranspose_smul]
    · have ha : (c a)ᴴ = c a := hs a
      simp [double, fromBlocks_conjTranspose, ha]
```

Two doublings give seven self-adjoint matrices of size \(8\times8\). For these the cancellation has real content: the trace shows that a product of six different ones is orthogonal to all of `twoBody`, so it does not lie in that span.

```lean
/-- The Pauli matrices, doubled twice, are self-adjoint and satisfy the Majorana
relations. -/
theorem majorana_witness : MajoranaRel (double (double pauli)) ∧
    ∀ a, IsSelfAdjoint (double (double pauli) a) := by
  have h2 : (2 : Matrix (Fin 2) (Fin 2) ℂ) = !![2, 0; 0, 2] := by
    have e : (1 + 1 : Matrix (Fin 2) (Fin 2) ℂ) = !![2, 0; 0, 2] := by
      rw [Matrix.one_fin_two]
      ext i j
      fin_cases i <;> fin_cases j <;> norm_num
    exact one_add_one_eq_two.symm.trans e
  have hp : MajoranaRel pauli := by
    intro a b
    fin_cases a <;> fin_cases b <;> ext i j <;> fin_cases i <;> fin_cases j <;>
      simp [pauli, h2] <;> norm_num
  have hs : ∀ a, IsSelfAdjoint (pauli a) := by
    intro a
    change (pauli a)ᴴ = pauli a
    fin_cases a <;> ext i j <;> fin_cases i <;> fin_cases j <;>
      simp [pauli, Matrix.conjTranspose_apply]
  obtain ⟨h1, s1⟩ := double_majorana hp hs
  exact double_majorana h1 s1

end

end MajoranaThreeIndex
```

```lean
#print axioms MajoranaThreeIndex.cubic_anticommutator
#print axioms MajoranaThreeIndex.cubic_star_anticommutator
#print axioms MajoranaThreeIndex.anticommutator_shared
```

```
'MajoranaThreeIndex.cubic_anticommutator' depends on axioms: [propext, Classical.choice, Quot.sound]
'MajoranaThreeIndex.cubic_star_anticommutator' depends on axioms: [propext, Classical.choice, Quot.sound]
'MajoranaThreeIndex.anticommutator_shared' depends on axioms: [propext, Classical.choice, Quot.sound]
```
